# The alpha term of the empty-core pseudopotential: a \(G\to0\) limit and an inverse-volume energy

Suppose the divergent \(G=0\) Coulomb terms of a neutral crystal are simply deleted from a plane-wave total energy. The divergences do cancel, but a finite electron–ion remainder is lost with them. For ions described by the one-parameter empty-core pseudopotential, this remainder is a constant divided by the cell volume, so its loss falsifies the pressure as well as the energy.

## From the core integral to the stress

In Hartree atomic units, an ion of valence \(Z\) and core radius \(c\) has potential \(0\) for \(r<c\) and \(-Z/r\) for \(r>c\). With a convergence factor at large \(r\), its transform at \(G\ne0\) is

\[
-\frac{4\pi Z}{G}\int_c^\infty \sin(Gr)\,dr=-\frac{4\pi Z\cos(Gc)}{G^2}.
\]

Removing the point-ion part \(-4\pi Z/G^2\) leaves \(w(G)\), the transform of \(Z/r\) restricted to the core. With \(\operatorname{sinc}x=\sin x/x\) and \(\operatorname{sinc}0=1\),

\[
w(G)=\int_0^c4\pi r^2\frac Zr\operatorname{sinc}(Gr)\,dr
=\frac{4\pi Z}{G^2}\bigl(1-\cos Gc\bigr).
\]

Since \(1-\cos x=2\sin^2(x/2)\),

\[
w(G)=\frac{8\pi Z\sin^2(Gc/2)}{G^2}=2\pi Zc^2\operatorname{sinc}^2(Gc/2)\;\longrightarrow\;2\pi Zc^2 .
\]

The alpha integral has the same value:

\[
\alpha=\int_0^c4\pi r^2\frac Zr\,dr=4\pi Z\int_0^c r\,dr=2\pi Zc^2 .
\]

For the error at finite \(G\), put \(x=Gc\). Then \(w(G)-\alpha=-(4\pi Z/G^2)(\cos x-1+x^2/2)\). For \(|x|\le1\) the bracket is at most \(5x^4/96\) in magnitude, so the error is at most \((5\pi/24)|Z|c^4G^2\).

Now let a neutral cell of volume \(\Omega\) hold ions \((Z_i,c_i)\) with alpha integrals \(\alpha_i\). The mean electron density \(\sum_iZ_i/\Omega\) acquires the energy

\[
E=\frac{\sum_iZ_i}{\Omega}\sum_i\alpha_i,\qquad \frac{dE}{d\Omega}=-\frac E\Omega .
\]

A homogeneous strain \(t\varepsilon\) changes the volume to

\[
\Omega\det(1+t\varepsilon)=\Omega\,(1+t\operatorname{tr}\varepsilon+bt^2+dt^3),
\]

where \(b\) is the sum of the principal \(2\times2\) minors of \(\varepsilon\) and \(d=\det\varepsilon\). Dividing \(E\) by the bracket and differentiating at \(t=0\) gives \(-E\operatorname{tr}\varepsilon\). With stress defined as strain derivative per volume, this is the isotropic stress \(-(E/\Omega)\delta_{ij}\), a pressure \(E/\Omega\).

## The potential and the energy in Lean

```lean
import Mathlib

open Real Filter Topology

namespace EmptyCoreAlphaTerm

noncomputable section
```

The transform is taken as a definition; the convergence-factor calculation above is not formalised.

```lean
/-- Fourier transform of the empty-core pseudopotential with valence `Z` and core radius `c`,
for wave number `G ≠ 0`. -/
def emptyCoreFT (Z c G : ℝ) : ℝ := -4 * π * Z * Real.cos (G * c) / G ^ 2
```

The function \(w(G)\) is `nonCoulomb Z c G`.

```lean
/-- The non-Coulomb part of the pseudopotential: its transform with the point-ion attraction
`-4πZ/G²` taken away, for `G ≠ 0`. -/
def nonCoulomb (Z c G : ℝ) : ℝ := emptyCoreFT Z c G + 4 * π * Z / G ^ 2
```

The alpha integral is defined independently of the transform, so their agreement has to be proved.

```lean
/-- The alpha integral: the potential `Z/r` integrated over the core sphere of radius `c`. -/
def alpha (Z c : ℝ) : ℝ := ∫ r in (0 : ℝ)..c, 4 * π * r ^ 2 * (Z / r)
```

The finite type `ι` labels the ions. Neutrality enters through the electron number \(\sum_iZ_i\), while the cancellation of the divergent Coulomb terms is presupposed.

```lean
/-- The alpha energy of a neutral cell of volume `Ω ≠ 0`: mean electron density times the sum of
the alpha integrals of the ions. -/
def alphaEnergy {ι : Type*} [Fintype ι] (Z c : ι → ℝ) (Ω : ℝ) : ℝ :=
  (∑ i, Z i) / Ω * ∑ i, alpha (Z i) (c i)
```

## The core integral and the small-\(G\) limit

The integrand reduces to \(4\pi Zr\), which is then integrated. Here and below, \(Z\) and \(c\) may be any real numbers; the physical case is \(Z,c>0\).

```lean
/-- The alpha integral of an empty-core ion is `2πZc²`. -/
theorem alpha_eq (Z c : ℝ) : alpha Z c = 2 * π * Z * c ^ 2 := by
  have h : (fun r : ℝ => 4 * π * r ^ 2 * (Z / r)) = fun r => 4 * π * Z * r := by
    funext r
    by_cases hr : r = 0
    · simp [hr]
    · field_simp
  unfold alpha
  rw [h, intervalIntegral.integral_const_mul, integral_id]
  ring
```

Next, `hd` supplies the antiderivative \(-(4\pi Z/G^2)\cos(Gr)\), and the fundamental theorem of calculus evaluates it at the two ends.

```lean
/-- At every `G ≠ 0` the non-Coulomb part is the spherical Fourier integral of `Z/r` over the
core. -/
theorem nonCoulomb_eq_integral (Z c : ℝ) {G : ℝ} (hG : G ≠ 0) :
    nonCoulomb Z c G =
      ∫ r in (0 : ℝ)..c, 4 * π * r ^ 2 * (Z / r) * Real.sinc (G * r) := by
  have h : (fun r : ℝ => 4 * π * r ^ 2 * (Z / r) * Real.sinc (G * r)) =
      fun r => 4 * π * Z / G * Real.sin (G * r) := by
    funext r
    by_cases hr : r = 0
    · simp [hr]
    · rw [Real.sinc_of_ne_zero (mul_ne_zero hG hr)]
      field_simp
  -- an antiderivative of the radial integrand
  have hd : ∀ r : ℝ, HasDerivAt (fun r => -(4 * π * Z / G ^ 2) * Real.cos (G * r))
      (4 * π * Z / G * Real.sin (G * r)) r := by
    intro r
    have h1 : HasDerivAt (fun r : ℝ => G * r) G r := by
      simpa using (hasDerivAt_id' r).const_mul G
    refine (h1.cos.const_mul (-(4 * π * Z / G ^ 2))).congr_deriv ?_
    field_simp
  rw [h, intervalIntegral.integral_eq_sub_of_hasDerivAt (fun r _ => hd r)
    (Continuous.intervalIntegrable (by fun_prop) _ _)]
  simp only [nonCoulomb, emptyCoreFT, mul_zero, Real.cos_zero]
  ring
```

The half-angle formula is `hcos`. The point ion, \(c=0\), is treated separately: both sides vanish.

```lean
/-- At every `G ≠ 0` the non-Coulomb part equals `2πZc²` times the square of
`sinc (Gc/2)`. -/
theorem nonCoulomb_eq_sinc (Z c : ℝ) {G : ℝ} (hG : G ≠ 0) :
    nonCoulomb Z c G = 2 * π * Z * c ^ 2 * Real.sinc (G * c / 2) ^ 2 := by
  by_cases hc : c = 0
  · simp only [nonCoulomb, emptyCoreFT, hc, mul_zero, Real.cos_zero]
    ring
  -- half-angle formula
  have hcos : Real.cos (G * c) = 1 - 2 * Real.sin (G * c / 2) ^ 2 := by
    have h1 := Real.cos_two_mul (G * c / 2)
    have h2 := Real.sin_sq_add_cos_sq (G * c / 2)
    rw [show 2 * (G * c / 2) = G * c by ring] at h1
    linarith
  have hx : G * c / 2 ≠ 0 := div_ne_zero (mul_ne_zero hG hc) two_ne_zero
  rw [Real.sinc_of_ne_zero hx, nonCoulomb, emptyCoreFT, hcos]
  field_simp
  ring
```

The condition \(G\ne0\) is needed here. For \(Z=c=1\) and \(G=0\), Lean's division by zero makes the left side \(0\), while the right side is \(2\pi\).

The limit therefore uses `𝓝[≠] 0`, which approaches zero without including it. Continuity of sinc gives the value, and `congr'` carries it over to `nonCoulomb`.

```lean
/-- As `G` tends to zero the non-Coulomb part of the empty-core pseudopotential tends to `2πZc²`,
and this limit is the alpha integral. -/
theorem nonCoulomb_tendsto (Z c : ℝ) :
    Tendsto (nonCoulomb Z c) (𝓝[≠] 0) (𝓝 (2 * π * Z * c ^ 2)) ∧
      2 * π * Z * c ^ 2 = ∫ r in (0 : ℝ)..c, 4 * π * r ^ 2 * (Z / r) := by
  refine ⟨?_, (alpha_eq Z c).symm⟩
  have hcont : Continuous fun G : ℝ => 2 * π * Z * c ^ 2 * Real.sinc (G * c / 2) ^ 2 :=
    continuous_const.mul ((Real.continuous_sinc.comp
      (by fun_prop : Continuous fun G : ℝ => G * c / 2)).pow 2)
  have hlim := (hcont.tendsto' 0 (2 * π * Z * c ^ 2) (by simp)).mono_left
    (nhdsWithin_le_nhds (s := {0}ᶜ))
  refine hlim.congr' ?_
  filter_upwards [self_mem_nhdsWithin] with G hG
  exact (nonCoulomb_eq_sinc Z c hG).symm
```

The finite-\(G\) estimate takes its cosine remainder from `Real.cos_bound`; `he` is the identity for \(w(G)-\alpha\).

```lean
/-- For `G ≠ 0` with `|Gc| ≤ 1`, the non-Coulomb part differs from `2πZc²` by at most
`(5π/24)|Z|c⁴G²`. -/
theorem nonCoulomb_error (Z c : ℝ) {G : ℝ} (hG : G ≠ 0) (hGc : |G * c| ≤ 1) :
    |nonCoulomb Z c G - 2 * π * Z * c ^ 2| ≤ 5 * π / 24 * |Z| * c ^ 4 * G ^ 2 := by
  have hb := Real.cos_bound hGc
  have h4 : |G * c| ^ 4 = (G * c) ^ 4 := by
    rw [← abs_pow, abs_of_nonneg (by positivity)]
  rw [h4] at hb
  have he : nonCoulomb Z c G - 2 * π * Z * c ^ 2 =
      -(4 * π / G ^ 2 * Z * (Real.cos (G * c) - (1 - (G * c) ^ 2 / 2))) := by
    unfold nonCoulomb emptyCoreFT
    field_simp
    ring
  have hp : |4 * π / G ^ 2| = 4 * π / G ^ 2 := abs_of_nonneg (by positivity)
  rw [he, abs_neg, abs_mul, abs_mul, hp]
  calc 4 * π / G ^ 2 * |Z| * |Real.cos (G * c) - (1 - (G * c) ^ 2 / 2)|
      ≤ 4 * π / G ^ 2 * |Z| * ((G * c) ^ 4 * (5 / 96)) := by gcongr
    _ = 5 * π / 24 * |Z| * c ^ 4 * G ^ 2 := by
      field_simp
      ring
```

## Volume and strain derivatives

Summing the single-ion limits gives the cell energy. The mean density is held fixed as \(G\to0\); structure factors and density variations are not modelled. For a single ion, \(E=2\pi Z^2c^2/\Omega\).

```lean
/-- The mean electron density times the summed non-Coulomb parts of the ions tends, as `G` tends
to zero, to the alpha energy, which is a constant divided by the cell volume. -/
theorem alphaEnergy_limit {ι : Type*} [Fintype ι] (Z c : ι → ℝ) (Ω : ℝ) :
    Tendsto (fun G => (∑ i, Z i) / Ω * ∑ i, nonCoulomb (Z i) (c i) G) (𝓝[≠] 0)
        (𝓝 (alphaEnergy Z c Ω)) ∧
      alphaEnergy Z c Ω = ((∑ i, Z i) * ∑ i, 2 * π * Z i * c i ^ 2) / Ω := by
  constructor
  · unfold alphaEnergy
    refine Tendsto.const_mul _ (tendsto_finsetSum _ fun i _ => ?_)
    rw [alpha_eq]
    exact (nonCoulomb_tendsto (Z i) (c i)).1
  · simp only [alphaEnergy, alpha_eq]
    ring
```

The quotient rule gives the volume derivative.

```lean
/-- The derivative of the alpha energy with respect to the cell volume is minus the energy
divided by the volume. -/
theorem alphaEnergy_hasDerivAt_volume {ι : Type*} [Fintype ι] (Z c : ι → ℝ) {Ω : ℝ}
    (hΩ : Ω ≠ 0) : HasDerivAt (alphaEnergy Z c) (-alphaEnergy Z c Ω / Ω) Ω := by
  have h := ((hasDerivAt_const Ω (∑ i, Z i)).fun_div (hasDerivAt_id' Ω) hΩ).mul_const
    (∑ i, alpha (Z i) (c i))
  refine HasDerivAt.congr_deriv h ?_
  unfold alphaEnergy
  ring
```

For strain, `hdet` expands the determinant, `hp` finds its slope at \(t=0\), and `hE` writes the energy as \(E\) over that cubic. The matrix `ε` need not be symmetric. The valences, core radii and electron number stay fixed; the positions of the ions do not enter \(E\). Only this contribution to the total stress is covered.

```lean
/-- Under a homogeneous strain `t ε` of the cell, at fixed ions and electron number, the alpha
energy changes at the rate `-E tr ε` at `t = 0`. -/
theorem alphaEnergy_hasDerivAt_strain {ι : Type*} [Fintype ι] (Z c : ι → ℝ) (Ω : ℝ)
    (ε : Matrix (Fin 3) (Fin 3) ℝ) :
    HasDerivAt (fun t : ℝ => alphaEnergy Z c (Ω * (1 + t • ε).det))
      (-alphaEnergy Z c Ω * ε.trace) 0 := by
  -- the volume ratio is a cubic in t whose linear coefficient is the trace
  obtain ⟨b, d, hdet⟩ : ∃ b d : ℝ, ∀ t : ℝ,
      (1 + t • ε).det = 1 + t * ε.trace + t ^ 2 * b + t ^ 3 * d := by
    refine ⟨ε 0 0 * ε 1 1 - ε 0 1 * ε 1 0 + ε 0 0 * ε 2 2 - ε 0 2 * ε 2 0
      + ε 1 1 * ε 2 2 - ε 1 2 * ε 2 1, ε.det, fun t => ?_⟩
    simp [Matrix.det_fin_three, Matrix.trace_fin_three]
    ring
  have hp : HasDerivAt (fun t : ℝ => 1 + t * ε.trace + t ^ 2 * b + t ^ 3 * d) ε.trace 0 := by
    refine HasDerivAt.congr_deriv
      (((((hasDerivAt_id' (0 : ℝ)).mul_const ε.trace).const_add 1).fun_add
        ((hasDerivAt_pow 2 (0 : ℝ)).mul_const b)).fun_add
        ((hasDerivAt_pow 3 (0 : ℝ)).mul_const d)) ?_
    simp
  have hE : (fun t : ℝ => alphaEnergy Z c (Ω * (1 + t • ε).det)) =
      fun t => alphaEnergy Z c Ω / (1 + t * ε.trace + t ^ 2 * b + t ^ 3 * d) := by
    funext t
    rw [hdet]
    unfold alphaEnergy
    rw [← div_div]
    ring
  rw [hE]
  refine HasDerivAt.congr_deriv
    ((hasDerivAt_const (0 : ℝ) (alphaEnergy Z c Ω)).fun_div hp (by simp)) ?_
  simp

end

end EmptyCoreAlphaTerm
```

```lean
#print axioms EmptyCoreAlphaTerm.nonCoulomb_error
-- 'EmptyCoreAlphaTerm.nonCoulomb_error' depends on axioms: [propext, Classical.choice, Quot.sound]
#print axioms EmptyCoreAlphaTerm.alphaEnergy_limit
-- 'EmptyCoreAlphaTerm.alphaEnergy_limit' depends on axioms: [propext, Classical.choice, Quot.sound]
#print axioms EmptyCoreAlphaTerm.alphaEnergy_hasDerivAt_volume
-- 'EmptyCoreAlphaTerm.alphaEnergy_hasDerivAt_volume' depends on axioms: [propext, Classical.choice, Quot.sound]
#print axioms EmptyCoreAlphaTerm.alphaEnergy_hasDerivAt_strain
-- 'EmptyCoreAlphaTerm.alphaEnergy_hasDerivAt_strain' depends on axioms: [propext, Classical.choice, Quot.sound]
```
